# The three-term recurrence of the Legendre polynomials

The Legendre polynomials, with u = cos θ, give the angular dependence of states with definite orbital angular momentum and m = 0. The theorem `legendreP_recurrence` states that (n+2) Pₙ₊₂ = (2n+3) u Pₙ₊₁ − (n+1) Pₙ for every natural number n, as an identity between real polynomials in u. Here the polynomials are defined by P₀ = 1, P₁ = u and this same recurrence divided through by n+2, so what has to be proved is that the division can be undone. The attempt unfolds the definition, rewrites the constant polynomials `C (...)` as ordinary sums and products in `ℝ[X]`, cancels n+2 against its reciprocal, and leaves the remaining algebra to `ring`.

As first written in Lean, the proof fails:

```lean
import Mathlib

open Polynomial

namespace LegendrePRecurrence

noncomputable section

/-- The Legendre polynomials, built from `P₀ = 1`, `P₁ = u` by the three-term recurrence
solved for its highest member. -/
def legendreP : ℕ → ℝ[X]
  | 0 => 1
  | 1 => X
  | n + 2 => C (1 / ((n : ℝ) + 2)) *
      (C (2 * (n : ℝ) + 3) * (X * legendreP (n + 1)) - C ((n : ℝ) + 1) * legendreP n)

/-- The three-term recurrence `(n+2) P_(n+2) = (2n+3) u P_(n+1) - (n+1) P_n`. -/
theorem legendreP_recurrence (n : ℕ) :
    ((n : ℝ[X]) + 2) * legendreP (n + 2) =
      (2 * (n : ℝ[X]) + 3) * X * legendreP (n + 1) - ((n : ℝ[X]) + 1) * legendreP n := by
  have e : legendreP (n + 2) = C (1 / ((n : ℝ) + 2)) *
      (C (2 * (n : ℝ) + 3) * (X * legendreP (n + 1)) - C ((n : ℝ) + 1) * legendreP n) := rfl
  have c2 : C ((n : ℝ) + 2) = (n : ℝ[X]) + 2 := by simp
  have c3 : C (2 * (n : ℝ) + 3) = 2 * (n : ℝ[X]) + 3 := by simp
  have c1 : C ((n : ℝ) + 1) = (n : ℝ[X]) + 1 := by simp
  have h : ((n : ℝ[X]) + 2) * C (1 / ((n : ℝ) + 2)) = 1 := by
    rw [← c2, ← C_mul, mul_one_div_cancel (by positivity), C_1]
  rw [e, c3, c1, ← mul_assoc, h]
  ring

end

end LegendrePRecurrence
```

Lean reports:

```
Main.lean:23:48: error: unsolved goals
n : ℕ
e : legendreP (n + 2) = C (1 / (↑n + 2)) * (C (2 * ↑n + 3) * (X * legendreP (n + 1)) - C (↑n + 1) * legendreP n)
⊢ C 2 = 2
Main.lean:24:56: error: unsolved goals
n : ℕ
e : legendreP (n + 2) = C (1 / (↑n + 2)) * (C (2 * ↑n + 3) * (X * legendreP (n + 1)) - C (↑n + 1) * legendreP n)
c2 : C (↑n + 2) = ↑n + 2
⊢ C 2 * ↑n + C 3 = 2 * ↑n + 3
```

Diagnosis. Both errors come from numerals inside `C`, the map that turns a real number into a constant polynomial. In `c2`, `simp` splits the sum and deals with the `n` terms, but is left with `C 2 = 2`: the real number 2 made into a polynomial, against the polynomial 2. The two are equal, but `simp` does not rewrite one to the other here. In `c3` it stops in the same way, with `C 2` and `C 3` still in the goal. `c1` has only the numeral 1, and `simp` proves it.

The repair treats each constant as a single natural number. `map_natCast` says that `C` takes the real cast of a natural number to its polynomial cast, and it is applied to `n + 2` for `c2` and to `2 * n + 3` for `c3`. `simpa only` then spreads the casts over the sums and the product with `Nat.cast_add` and, in `c3`, `Nat.cast_mul`, while `Nat.cast_ofNat` turns the cast numerals into plain ones. This gives exactly the two equations wanted, and `C` never has to be evaluated on a numeral by itself.

Lean accepts the file once it reads:

```diff
@@ -21,6 +21,10 @@
   have e : legendreP (n + 2) = C (1 / ((n : ℝ) + 2)) *
       (C (2 * (n : ℝ) + 3) * (X * legendreP (n + 1)) - C ((n : ℝ) + 1) * legendreP n) := rfl
-  have c2 : C ((n : ℝ) + 2) = (n : ℝ[X]) + 2 := by simp
-  have c3 : C (2 * (n : ℝ) + 3) = 2 * (n : ℝ[X]) + 3 := by simp
+  have c2 : C ((n : ℝ) + 2) = (n : ℝ[X]) + 2 := by
+    simpa only [Nat.cast_add, Nat.cast_ofNat] using
+      map_natCast (C : ℝ →+* ℝ[X]) (n + 2)
+  have c3 : C (2 * (n : ℝ) + 3) = 2 * (n : ℝ[X]) + 3 := by
+    simpa only [Nat.cast_add, Nat.cast_mul, Nat.cast_ofNat] using
+      map_natCast (C : ℝ →+* ℝ[X]) (2 * n + 3)
   have c1 : C ((n : ℝ) + 1) = (n : ℝ[X]) + 1 := by simp
   have h : ((n : ℝ[X]) + 2) * C (1 / ((n : ℝ) + 2)) = 1 := by
```
